# The triangle rule for three spins from an integral of SU(2) characters

The character of a spin j = 0, 1/2, 1, … at rotation angle w is χ_j(w) = Σ exp(imw), with m running from −j to j in integer steps, and the code labels the spin by the natural number n = 2j. Euler rotations are products R_z(α) R_y(β) R_z(γ) of spin-1/2 matrices, with R_z(θ) = exp(−iθσ_z/2) and R_y(β) = exp(−iβσ_y/2), where σ_y and σ_z are Pauli matrices.

In Lean 4 with Mathlib:

```lean
import Mathlib

open Matrix

namespace SpinTriangleRule

noncomputable section

/-- The character of spin `j = n/2` at rotation angle `w`: the sum of `exp(i m w)` over
`m = -j, ..., j`. -/
def spinChar (n : ℕ) (w : ℝ) : ℂ :=
  ∑ k ∈ Finset.range (n + 1), Complex.exp (Complex.I * ((k : ℂ) - (n : ℂ) / 2) * (w : ℂ))

/-- The triangle condition on three spins: `a + b + c` is an integer and
`|a - b| ≤ c ≤ a + b`. -/
def IsTriad (a b c : ℝ) : Prop :=
  (∃ N : ℤ, a + b + c = N) ∧ |a - b| ≤ c ∧ c ≤ a + b

/-- The spin-1/2 rotation by the angle `θ` about the z axis. -/
def rotZ (θ : ℝ) : Matrix (Fin 2) (Fin 2) ℂ :=
  !![Complex.exp (-(Complex.I * θ / 2)), 0; 0, Complex.exp (Complex.I * θ / 2)]

/-- The spin-1/2 rotation by the angle `β` about the y axis. -/
def rotY (β : ℝ) : Matrix (Fin 2) (Fin 2) ℂ :=
  !![Complex.cos (β / 2), -Complex.sin (β / 2); Complex.sin (β / 2), Complex.cos (β / 2)]

private lemma spinChar_zero (w : ℝ) : spinChar 0 w = 1 := by
  simp [spinChar]

private lemma char_top (n : ℕ) (w : ℝ) : spinChar (n + 1) w =
    Complex.exp (-(Complex.I * w / 2)) * spinChar n w
      + Complex.exp (Complex.I * w / 2) ^ (n + 1) := by
  unfold spinChar
  rw [Finset.sum_range_succ, Finset.mul_sum, ← Complex.exp_nat_mul]
  congr 1
  · refine Finset.sum_congr rfl fun k _ => ?_
    rw [← Complex.exp_add]
    congr 1
    push_cast
    ring
  · congr 1
    push_cast
    ring

private lemma char_bot (n : ℕ) (w : ℝ) : spinChar (n + 1) w =
    Complex.exp (Complex.I * w / 2) * spinChar n w
      + Complex.exp (-(Complex.I * w / 2)) ^ (n + 1) := by
  unfold spinChar
  rw [Finset.sum_range_succ', Finset.mul_sum, ← Complex.exp_nat_mul]
  congr 1
  · refine Finset.sum_congr rfl fun k _ => ?_
    rw [← Complex.exp_add]
    congr 1
    push_cast
    ring
  · congr 1
    push_cast
    ring

/-- Closed form of the character: `χ_j(w) sin(w/2) = sin((2j+1)w/2)`, with `n = 2j`. -/
theorem spinChar_mul_sin (n : ℕ) (w : ℝ) :
    spinChar n w * Complex.sin ((w : ℂ) / 2) = Complex.sin (((n : ℂ) + 1) * w / 2) := by
  have e1 : Complex.exp (-((w : ℂ) / 2) * Complex.I) = Complex.exp (-(Complex.I * w / 2)) := by
    congr 1
    ring
  have e2 : Complex.exp ((w : ℂ) / 2 * Complex.I) = Complex.exp (Complex.I * w / 2) := by
    congr 1
    ring
  have e3 : Complex.exp (-(((n : ℂ) + 1) * w / 2) * Complex.I)
      = Complex.exp (-(Complex.I * w / 2)) ^ (n + 1) := by
    rw [← Complex.exp_nat_mul]
    congr 1
    push_cast
    ring
  have e4 : Complex.exp (((n : ℂ) + 1) * w / 2 * Complex.I)
      = Complex.exp (Complex.I * w / 2) ^ (n + 1) := by
    rw [← Complex.exp_nat_mul]
    congr 1
    push_cast
    ring
  simp only [Complex.sin]
  rw [e1, e2, e3, e4]
  -- the two ways of adding one weight must agree
  linear_combination (Complex.I / 2) * (char_bot n w - char_top n w)

/-- Raising both spins by 1/2 adds one multiplet, that of the highest total spin, to the
product of two characters. -/
theorem spinChar_product_step (n m : ℕ) (w : ℝ) :
    spinChar (n + 1) w * spinChar (m + 1) w
      = spinChar n w * spinChar m w + spinChar (n + m + 2) w := by
  -- split the weights of the largest multiplet into an upper and a lower block
  have hs : ∀ n : ℕ, spinChar (n + m + 2) w =
      Complex.exp (Complex.I * w / 2) ^ (m + 2) * spinChar n w
        + Complex.exp (-(Complex.I * w / 2)) ^ (n + 1) * spinChar (m + 1) w := by
    intro n
    induction n with
    | zero =>
      rw [show 0 + m + 2 = (m + 1) + 1 by ring, char_top (m + 1), spinChar_zero]
      ring
    | succ n ih =>
      rw [show n + 1 + m + 2 = (n + m + 2) + 1 by ring, char_top (n + m + 2), ih,
        char_top n]
      ring
  have hxy : Complex.exp (Complex.I * w / 2) * Complex.exp (-(Complex.I * w / 2)) = 1 := by
    rw [← Complex.exp_add, add_neg_cancel, Complex.exp_zero]
  linear_combination spinChar (m + 1) w * char_bot n w
    + Complex.exp (Complex.I * w / 2) * spinChar n w * char_top m w
    - hs n + spinChar n w * spinChar m w * hxy

/-- Clebsch–Gordan series: the product of the characters of spins `(B+d)/2` and `B/2` is the
sum of the characters of spins `d/2, d/2 + 1, ..., d/2 + B`. -/
theorem clebsch_gordan_series (d B : ℕ) (w : ℝ) :
    spinChar (B + d) w * spinChar B w
      = ∑ k ∈ Finset.range (B + 1), spinChar (d + 2 * k) w := by
  induction B with
  | zero => simp [spinChar_zero]
  | succ B ih =>
    rw [Finset.sum_range_succ, ← ih, show B + 1 + d = (B + d) + 1 by ring,
      spinChar_product_step, show B + d + B + 2 = d + 2 * (B + 1) by ring]

private lemma integral_cos_half (k : ℤ) (hk : k ≠ 0) :
    ∫ w in (0 : ℝ)..(2 * Real.pi), Real.cos ((k : ℝ) * w / 2) = 0 := by
  have hk' : (k : ℝ) ≠ 0 := by exact_mod_cast hk
  have h : ∀ w ∈ Set.uIcc (0 : ℝ) (2 * Real.pi),
      HasDerivAt (fun w : ℝ => 2 / (k : ℝ) * Real.sin ((k : ℝ) * w / 2))
        (Real.cos ((k : ℝ) * w / 2)) w := by
    intro w _
    have h1 : HasDerivAt (fun w : ℝ => (k : ℝ) * w / 2) ((k : ℝ) / 2) w := by
      simpa using ((hasDerivAt_id' w).const_mul (k : ℝ)).div_const 2
    refine (h1.sin.const_mul (2 / (k : ℝ))).congr_deriv ?_
    field_simp
  rw [intervalIntegral.integral_eq_sub_of_hasDerivAt h
    (Continuous.intervalIntegrable (by fun_prop) _ _)]
  show 2 / (k : ℝ) * Real.sin ((k : ℝ) * (2 * Real.pi) / 2)
    - 2 / (k : ℝ) * Real.sin ((k : ℝ) * 0 / 2) = 0
  rw [show (k : ℝ) * (2 * Real.pi) / 2 = k * Real.pi by ring, Real.sin_int_mul_pi]
  simp

private lemma integral_sin_sin (n m : ℕ) :
    ∫ w in (0 : ℝ)..(2 * Real.pi),
      Real.sin (((n : ℝ) + 1) * w / 2) * Real.sin (((m : ℝ) + 1) * w / 2)
      = if n = m then Real.pi else 0 := by
  have e : ∀ w : ℝ, Real.sin (((n : ℝ) + 1) * w / 2) * Real.sin (((m : ℝ) + 1) * w / 2)
      = (Real.cos ((((n : ℤ) - (m : ℤ) : ℤ) : ℝ) * w / 2)
        - Real.cos ((((n : ℤ) + (m : ℤ) + 2 : ℤ) : ℝ) * w / 2)) / 2 := by
    intro w
    push_cast
    rw [show ((n : ℝ) - m) * w / 2 = (n + 1) * w / 2 - (m + 1) * w / 2 by ring,
      show ((n : ℝ) + m + 2) * w / 2 = (n + 1) * w / 2 + (m + 1) * w / 2 by ring,
      Real.cos_sub, Real.cos_add]
    ring
  simp_rw [e]
  rw [intervalIntegral.integral_div, intervalIntegral.integral_sub,
    integral_cos_half ((n : ℤ) + (m : ℤ) + 2) (by omega)]
  · split_ifs with h
    · subst h
      simp
    · rw [integral_cos_half _ (by omega)]
      simp
  · apply Continuous.intervalIntegrable
    fun_prop
  · apply Continuous.intervalIntegrable
    fun_prop

private lemma integral_series (d B C : ℕ) :
    ∫ w in (0 : ℝ)..(2 * Real.pi), spinChar (B + d) w * spinChar B w * spinChar C w
        * Complex.sin ((w : ℂ) / 2) ^ 2
      = ((∑ k ∈ Finset.range (B + 1), if d + 2 * k = C then Real.pi else 0 : ℝ) : ℂ) := by
  have e : ∀ w : ℝ, spinChar (B + d) w * spinChar B w * spinChar C w
        * Complex.sin ((w : ℂ) / 2) ^ 2
      = ((∑ k ∈ Finset.range (B + 1), Real.sin ((((d + 2 * k : ℕ) : ℝ) + 1) * w / 2)
          * Real.sin (((C : ℝ) + 1) * w / 2) : ℝ) : ℂ) := by
    intro w
    rw [clebsch_gordan_series]
    push_cast
    rw [Finset.sum_mul, Finset.sum_mul]
    refine Finset.sum_congr rfl fun k _ => ?_
    have h1 := spinChar_mul_sin (d + 2 * k) w
    push_cast at h1
    rw [← h1, ← spinChar_mul_sin C w]
    ring
  simp_rw [e]
  rw [intervalIntegral.integral_ofReal, intervalIntegral.integral_finsetSum]
  · exact congrArg _ (Finset.sum_congr rfl fun k _ => integral_sin_sin _ _)
  · intro k _
    apply Continuous.intervalIntegrable
    fun_prop

private lemma integral_triple (A B C : ℕ) :
    ∫ w in (0 : ℝ)..(2 * Real.pi), spinChar A w * spinChar B w * spinChar C w
        * Complex.sin ((w : ℂ) / 2) ^ 2
      = if (A + B + C) % 2 = 0 ∧ A ≤ B + C ∧ B ≤ A + C ∧ C ≤ A + B
        then (Real.pi : ℂ) else 0 := by
  wlog h : B ≤ A generalizing A B with H
  · have h2 := H B A (by omega)
    simp only [mul_comm (spinChar B _) (spinChar A _)] at h2
    rw [h2]
    exact if_congr (by omega) rfl rfl
  obtain ⟨d, rfl⟩ := Nat.exists_eq_add_of_le h
  rw [integral_series]
  split_ifs with hc
  · -- exactly one multiplet of the series has spin C/2
    obtain ⟨k, rfl⟩ : ∃ k, C = d + 2 * k := ⟨(C - d) / 2, by omega⟩
    congr 1
    rw [Finset.sum_eq_single k]
    · exact if_pos rfl
    · intro j _ hj
      exact if_neg (by omega)
    · intro hk
      exact absurd (Finset.mem_range.2 (by omega)) hk
  · rw [Finset.sum_eq_zero, Complex.ofReal_zero]
    intro k hk
    have hk' := Finset.mem_range.1 hk
    apply if_neg
    intro e
    apply hc
    omega

/-- For spins `A/2`, `B/2`, `C/2` the triangle condition says that `A + B + C` is even and
that none of `A`, `B`, `C` exceeds the sum of the other two. -/
theorem isTriad_half_iff (A B C : ℕ) :
    IsTriad ((A : ℝ) / 2) ((B : ℝ) / 2) ((C : ℝ) / 2)
      ↔ (A + B + C) % 2 = 0 ∧ A ≤ B + C ∧ B ≤ A + C ∧ C ≤ A + B := by
  constructor
  · rintro ⟨⟨N, hN⟩, h1, h2⟩
    obtain ⟨h3, h4⟩ := abs_le.1 h1
    have e : (A : ℤ) + B + C = 2 * N := by
      have : (A : ℝ) + B + C = 2 * N := by linarith
      exact_mod_cast this
    have p1 : A ≤ B + C := by
      have : (A : ℝ) ≤ B + C := by linarith
      exact_mod_cast this
    have p2 : B ≤ A + C := by
      have : (B : ℝ) ≤ A + C := by linarith
      exact_mod_cast this
    have p3 : C ≤ A + B := by
      have : (C : ℝ) ≤ A + B := by linarith
      exact_mod_cast this
    exact ⟨by omega, p1, p2, p3⟩
  · rintro ⟨h0, h1, h2, h3⟩
    obtain ⟨N, hN⟩ : ∃ N, A + B + C = 2 * N := ⟨(A + B + C) / 2, by omega⟩
    have e : (A : ℝ) + B + C = 2 * N := by exact_mod_cast hN
    have p1 : (A : ℝ) ≤ B + C := by exact_mod_cast h1
    have p2 : (B : ℝ) ≤ A + C := by exact_mod_cast h2
    have p3 : (C : ℝ) ≤ A + B := by exact_mod_cast h3
    exact ⟨⟨(N : ℤ), by push_cast; linarith⟩,
      abs_le.2 ⟨by linarith, by linarith⟩, by linarith⟩

open Classical in
/-- Triangle rule: for spins `a = A/2`, `b = B/2`, `c = C/2`, the integral of
`χ_a χ_b χ_c sin²(w/2)` over `[0, 2π]`, divided by `π`, is 1 if the spins satisfy the triangle
condition and 0 otherwise. -/
theorem triangle_rule (A B C : ℕ) :
    (1 / (Real.pi : ℂ)) * ∫ w in (0 : ℝ)..(2 * Real.pi),
        spinChar A w * spinChar B w * spinChar C w * Complex.sin ((w : ℂ) / 2) ^ 2
      = if IsTriad ((A : ℝ) / 2) ((B : ℝ) / 2) ((C : ℝ) / 2) then 1 else 0 := by
  rw [integral_triple]
  by_cases h : IsTriad ((A : ℝ) / 2) ((B : ℝ) / 2) ((C : ℝ) / 2)
  · rw [if_pos h, if_pos ((isTriad_half_iff A B C).1 h)]
    exact one_div_mul_cancel (Complex.ofReal_ne_zero.2 Real.pi_ne_zero)
  · rw [if_neg h, if_neg (fun h' => h ((isTriad_half_iff A B C).2 h')), mul_zero]

/-- The trace of the spin-1/2 rotation with Euler angles `α, β, γ` is
`2 cos(β/2) cos((α+γ)/2)`. -/
theorem euler_trace (α β γ : ℝ) :
    (rotZ α * rotY β * rotZ γ).trace
      = 2 * Complex.cos ((β : ℂ) / 2) * Complex.cos (((α : ℂ) + γ) / 2) := by
  have h : 2 * Complex.cos (((α : ℂ) + γ) / 2)
      = Complex.exp (Complex.I * α / 2) * Complex.exp (Complex.I * γ / 2)
        + Complex.exp (-(Complex.I * α / 2)) * Complex.exp (-(Complex.I * γ / 2)) := by
    rw [Complex.two_cos, ← Complex.exp_add, ← Complex.exp_add]
    congr 2 <;> ring
  have t : (rotZ α * rotY β * rotZ γ).trace
      = Complex.exp (-(Complex.I * α / 2)) * Complex.cos ((β : ℂ) / 2)
          * Complex.exp (-(Complex.I * γ / 2))
        + Complex.exp (Complex.I * α / 2) * Complex.cos ((β : ℂ) / 2)
          * Complex.exp (Complex.I * γ / 2) := by
    simp [rotZ, rotY, Matrix.trace_fin_two]
  rw [t]
  linear_combination (-Complex.cos ((β : ℂ) / 2)) * h

/-- The Euler trace is the spin-1/2 character at the angle `w` in `[0, 2π]` given by
`cos(w/2) = cos(β/2) cos((α+γ)/2)`. -/
theorem euler_trace_eq_spinChar (α β γ : ℝ) :
    (rotZ α * rotY β * rotZ γ).trace
      = spinChar 1 (2 * Real.arccos (Real.cos (β / 2) * Real.cos ((α + γ) / 2))) := by
  have hchar : ∀ w : ℝ, spinChar 1 w = 2 * Complex.cos ((w : ℂ) / 2) := by
    intro w
    have h := char_top 0 w
    simp only [zero_add, pow_one, spinChar_zero, mul_one] at h
    rw [h, Complex.two_cos, add_comm (Complex.exp (-(Complex.I * w / 2)))]
    congr 2 <;> ring
  have hb : |Real.cos (β / 2) * Real.cos ((α + γ) / 2)| ≤ 1 := by
    rw [abs_mul]
    exact mul_le_one₀ (Real.abs_cos_le_one _) (abs_nonneg _) (Real.abs_cos_le_one _)
  obtain ⟨h1, h2⟩ := abs_le.1 hb
  have e : ((2 * Real.arccos (Real.cos (β / 2) * Real.cos ((α + γ) / 2)) : ℝ) : ℂ) / 2
      = ((Real.arccos (Real.cos (β / 2) * Real.cos ((α + γ) / 2)) : ℝ) : ℂ) := by
    rw [Complex.ofReal_mul, Complex.ofReal_ofNat]
    ring
  rw [euler_trace, hchar, e, ← Complex.ofReal_cos, Real.cos_arccos h1 h2]
  push_cast
  ring

end

end SpinTriangleRule
```

```lean
#print axioms SpinTriangleRule.triangle_rule
#print axioms SpinTriangleRule.euler_trace_eq_spinChar
```

```
'SpinTriangleRule.triangle_rule' depends on axioms: [propext, Classical.choice, Quot.sound]
'SpinTriangleRule.euler_trace_eq_spinChar' depends on axioms: [propext, Classical.choice, Quot.sound]
```

## Spins, angles and the weight sin²(w/2)

In `spinChar n w` the summation index k runs from 0 to n and stands for the magnetic quantum number m = k − n/2. The value is a complex number, defined for every real w. Nothing is divided by sin(w/2), so w = 0 needs no special treatment: there the character is n + 1, the dimension of the multiplet.

`IsTriad a b c` is the triangle condition as it is usually written: a + b + c is an integer and |a − b| ≤ c ≤ a + b. It is defined for real numbers, and `triangle_rule` applies it to a = A/2, b = B/2 and c = C/2 with natural numbers A, B, C. The theorem says that

(1/π) ∫₀^{2π} χ_a χ_b χ_c sin²(w/2) dw

equals 1 if the condition holds and 0 if it does not.

The weight sin²(w/2)/π is the SU(2) group average written for functions that depend only on the rotation angle. Representation theory then reads the integral as the number of independent singlets in the product of the three spins, or equally as the number of times spin c occurs in the product of a and b. This reading is background: the file evaluates the integral and constructs neither the group average nor the coupled states. Likewise, `clebsch_gordan_series` is an identity between characters and contains no Clebsch–Gordan coefficients.

The matrices `rotZ` and `rotY` are the spin-1/2 rotations, and `euler_trace` gives the trace of their product as 2 cos(β/2) cos((α+γ)/2). Wigner matrices for higher spins are not built.

In atomic electronic structure, the triangle rule limits which multipole ranks can couple two orbital angular momenta, although a character integral supplies only this rotational selection rule and not the size of the coupling.

## Two ways to add a weight

Write X_n for χ_{n/2} and q = exp(iw/2), so that X_n is the sum of the powers q^(−n), q^(−n+2), …, q^n. The magnetic quantum numbers −n/2, −n/2 + 1, …, n/2 in this sum are called the weights of X_n; they have nothing to do with the integration weight sin²(w/2). Shifting all weights of X_n down by 1/2 and adding the top one, or shifting them up and adding the bottom one, gives

X_{n+1} = q⁻¹ X_n + q^(n+1),

X_{n+1} = q X_n + q^(−(n+1)).

These are `char_top` and `char_bot`, obtained by splitting off the last or the first term of the sum. Their difference is

(q − q⁻¹) X_n = q^(n+1) − q^(−(n+1)),

and division by 2i yields the closed form

χ_j(w) sin(w/2) = sin((2j+1)w/2).

In `spinChar_mul_sin` the sines are written as exponentials, and `linear_combination` takes this same difference.

## From products to the Clebsch–Gordan series

From here on m is a natural number that labels a second spin m/2, as n labels the spin n/2, and no longer a magnetic quantum number. The weights of X_{n+m+2} split into an upper block of n + 1 weights and a lower block of m + 2:

X_{n+m+2} = q^(m+2) X_n + q^(−(n+1)) X_{m+1}.

The code proves this by induction on n, using `char_top`. Now expand X_{n+1} by the second recurrence, and then X_{m+1} in the first term by the first recurrence:

X_{n+1} X_{m+1} = q X_n X_{m+1} + q^(−(n+1)) X_{m+1}

= X_n X_m + q^(m+2) X_n + q^(−(n+1)) X_{m+1}

= X_n X_m + X_{n+m+2}.

This is `spinChar_product_step`. Starting from X_d X_0 = X_d, each step raises both spins by 1/2 and adds one term, so induction on B gives

X_{B+d} X_B = Σ_{k=0}^{B} X_{d+2k}.

With a = (B+d)/2 and b = B/2, the spins on the right are a − b, a − b + 1, …, a + b.

## Why at most one term survives

Multiply the series by X_C sin²(w/2) and use the closed form twice in each term. The integrand becomes

Σ_{k=0}^{B} sin((d+2k+1)w/2) sin((C+1)w/2).

For natural numbers n and m,

sin((n+1)w/2) sin((m+1)w/2) = ½ [cos((n−m)w/2) − cos((n+m+2)w/2)].

For a nonzero integer p, the integral of cos(pw/2) over [0, 2π] is (2/p) sin(pπ) = 0. The second cosine therefore never contributes, and the first contributes only when n = m, where the result is ½ · 2π = π. These two facts are `integral_cos_half` and `integral_sin_sin`, and `integral_series` carries them through the finite sum.

The triple integral is thus π for each k between 0 and B with d + 2k = C. There is at most one such k. It exists exactly when C − d is even and d ≤ C ≤ d + 2B. Since A = B + d, this means that A + B + C is even and A − B ≤ C ≤ A + B. The case A < B follows by exchanging the first two characters, which is the `wlog` step in `integral_triple`. The remaining translation, from parity and inequalities between natural numbers to the triangle condition on spins, is `isTriad_half_iff`.

Both parts of the condition matter. For a = b = c = 1/2 the inequalities hold, since 0 ≤ 1/2 ≤ 1, but the sum 3/2 is not an integer. The integrand is 8 cos³(w/2) sin²(w/2), which changes sign under w → 2π − w, so the integral is 0; the inequalities alone would have predicted 1. Conversely, a = b = 0 and c = 1 have an integer sum but violate c ≤ a + b, and the integral of sin(3w/2) sin(w/2) is again 0.

## The rotation angle behind the Euler angles

The two diagonal entries of R_z(α) R_y(β) R_z(γ) are

exp(−i(α+γ)/2) cos(β/2) and exp(i(α+γ)/2) cos(β/2),

and their sum is 2 cos(β/2) cos((α+γ)/2). The spin-1/2 character is q⁻¹ + q = 2 cos(w/2). The two agree when

cos(w/2) = cos(β/2) cos((α+γ)/2).

The right side lies between −1 and 1, so w = 2 arccos(cos(β/2) cos((α+γ)/2)) is a solution in [0, 2π]. `euler_trace_eq_spinChar` checks this bound and substitutes that angle, which connects the Euler parametrisation to the variable w of the triangle integral.
